# The commutator Casimir of a spin s/2 has eigenvalues k(k+1), k = 0, …, s

## Sorting a density matrix by rank

The rank-\(k\) part of the spin density matrix of a single nucleus with spin \(s/2\) is its component in the eigenspace of the map \(C\) below with eigenvalue \(k(k+1)\). To extract it, one can apply

\[
\prod_{j\ne k,\;0\le j\le s}\frac{C-j(j+1)}{k(k+1)-j(j+1)},\qquad C(X)=\sum_{a=x,y,z}[S_a,[S_a,X]].
\]

This needs a complete, finite list of the eigenvalues of \(C\). Here \(s\) is twice the usual spin quantum number, and \(\hbar=1\).

## The statement in matrices

`Op s` is the space of complex matrices of size \(s+1\). Basis state \(i=0,\dots,s\) has magnetic number \(s/2-i\), and the nonzero entries of \(S_+\) are \((S_+)_{j-1,j}=\sqrt{j(s+1-j)}\) for \(1\le j\le s\). The other spin matrices are \(S_-=S_+^T\), \(S_x=(S_++S_-)/2\) and \(S_y=(S_+-S_-)/(2i)\), where \(i\) is the imaginary unit; elsewhere \(i\) is an index. `comm A` is the map \(X\mapsto[A,X]\), `casimir s` is \(C\), and `rankFactor s k` is \(C-k(k+1)\).

For every natural number \(s\), three theorems hold:

- `rank_annihilation`: the composition of all factors \(k=0,\dots,s\) is zero.
- `raise_pow_eigenvector`: for \(k\le s\), \(S_+^k\) is nonzero and \(C(S_+^k)=k(k+1)\,S_+^k\).
- `casimir_eigenvalue_iff`: the eigenvalues of \(C\) are exactly the numbers \(k(k+1)\) with \(k=0,\dots,s\).

Multiplicities are not stated. The result concerns the operator space of one spin, which also holds the reduced density matrix of a nucleus coupled to others; the joint state of several nonzero spins needs a larger space.

## Ladder form of C

Entrywise, \([S_z,X]_{ab}=(b-a)X_{ab}\), so \([S_z,S_\pm]=\pm S_\pm\). Both \(S_+S_-\) and \(S_-S_+\) are diagonal, and

\[
[S_+,S_-]_{ii}=(i+1)(s-i)-i(s+1-i)=s-2i=2(S_z)_{ii}.
\]

Write \(p,m,z\) for the commutator maps of \(S_+,S_-,S_z\). The Jacobi identity gives \(pm-mp=2z\) and \(zm=m(z-1)\). Hence

\[
C=\tfrac12(pm+mp)+z^2=mp+z^2+z,
\]
\[
Cm=m\,[mp+2z+(z-1)^2+(z-1)]=mC.
\]

## Climbing in coherence order

Let \(P_r=\prod_{k=r}^{s}(C-k(k+1))\), with \(P_{s+1}=1\). Suppose \([S_z,X]=qX\), that is, \(X\) has coherence order \(q\), with integers \(q\ge r\ge0\). Then \(P_rX=0\), by downward induction on \(r\):

- If \(q>s\), then \(X=0\), because \(b-a\le s\). This includes the start \(r=s+1\).
- If \(r<q\le s\), then \(P_{r+1}X=0\) already.
- If \(r=q\le s\), then \((C-q(q+1))X=mpX\). Since \(zpX=pzX+pX=(q+1)pX\), we get \(P_qX=P_{q+1}mpX=mP_{q+1}pX=0\).

For order \(-q\), transpose. \(S_x\) and \(S_z\) are symmetric and \(S_y\) is antisymmetric, so the signs cancel in each double commutator and \(C(X)^T=C(X^T)\), while the order changes sign. The matrix unit with its entry at \((i,j)\) has order \(j-i\), so \(P_0\) annihilates every matrix.

## Every rank occurs

\(S_+^k\) commutes with \(S_+\) and has order \(k\), so \(C(S_+^k)=(k^2+k)S_+^k\). Its entry \((0,k)\) is \(\prod_{j=1}^k\sqrt{j(s+1-j)}\ne0\). Dividing by the Hilbert–Schmidt norm \(k!\sqrt{\binom{s+k+1}{2k+1}}\) normalises it. This norm and the opening projector are additions to the checked theorems.

Conversely, if \(CX=\mu X\) with \(X\ne0\), then \(0=P_0X=\prod_{k=0}^s(\mu-k(k+1))\,X\), so some factor vanishes.

## The Lean file

```lean
import Mathlib

open Matrix

namespace OperatorSpaceRanks

noncomputable section

/-- Operators on the state space of a spin `s/2`, as complex matrices of size `s + 1`. -/
abbrev Op (s : ℕ) := Matrix (Fin (s + 1)) (Fin (s + 1)) ℂ

/-- The commutator superoperator `X ↦ [A, X] = A X - X A`, linear in `A` as well. -/
def comm {s : ℕ} : Op s →ₗ[ℂ] Module.End ℂ (Op s) :=
  LinearMap.mul ℂ (Op s) - (LinearMap.mul ℂ (Op s)).flip

/-- The matrix of `S_z`; the basis state `i` has magnetic quantum number `s/2 - i`. -/
def spinZ (s : ℕ) : Op s := Matrix.diagonal fun i => (s : ℂ) / 2 - ((i : ℕ) : ℂ)

/-- The raising operator `S₊`, which takes the basis vector `j ≥ 1` to `√(j (s + 1 - j))` times the
basis vector `j - 1`, and the basis vector `0` to zero. -/
def raise (s : ℕ) : Op s := Matrix.of fun i j =>
  if (i : ℕ) + 1 = (j : ℕ) then
    ((Real.sqrt (((j : ℕ) : ℝ) * ((s : ℝ) + 1 - ((j : ℕ) : ℝ))) : ℝ) : ℂ) else 0

/-- The lowering operator `S₋`, the transpose of the real matrix `S₊`. -/
def lower (s : ℕ) : Op s := (raise s)ᵀ

/-- The matrix `S_x = (S₊ + S₋) / 2`. -/
def spinX (s : ℕ) : Op s := (1 / 2 : ℂ) • (raise s + lower s)

/-- The matrix `S_y = (S₊ - S₋) / (2i)`. -/
def spinY (s : ℕ) : Op s := (-Complex.I / 2) • (raise s - lower s)

/-- The superoperator `C(X) = [S_x,[S_x,X]] + [S_y,[S_y,X]] + [S_z,[S_z,X]]`. -/
def casimir (s : ℕ) : Module.End ℂ (Op s) :=
  comm (spinX s) * comm (spinX s) + comm (spinY s) * comm (spinY s)
    + comm (spinZ s) * comm (spinZ s)

/-- The map `C - k(k+1)`. -/
def rankFactor (s k : ℕ) : Module.End ℂ (Op s) :=
  casimir s - ((k : ℂ) * ((k : ℂ) + 1)) • (1 : Module.End ℂ (Op s))

/-- The commutator superoperator acts as `A X - X A`. -/
theorem comm_apply {s : ℕ} (A X : Op s) : comm A X = A * X - X * A := rfl

/-- Commutation with `S_z` multiplies the matrix element `(a, b)` by `b - a`. -/
theorem comm_spinZ_apply {s : ℕ} (X : Op s) (a b : Fin (s + 1)) :
    comm (spinZ s) X a b = (((b : ℕ) : ℂ) - ((a : ℕ) : ℂ)) * X a b := by
  rw [comm_apply, Matrix.sub_apply, spinZ, Matrix.diagonal_mul, Matrix.mul_diagonal]
  ring

/-- The squared matrix element of `S₊` between neighbouring states `b` and `a = b - 1`
is `b (s + 1 - b)`. -/
theorem raise_sq (s : ℕ) (a b : Fin (s + 1)) (h : (a : ℕ) + 1 = (b : ℕ)) :
    raise s a b * raise s a b = ((b : ℕ) : ℂ) * ((s : ℂ) + 1 - ((b : ℕ) : ℂ)) := by
  have hb : ((b : ℕ) : ℝ) ≤ (s : ℝ) + 1 := by exact_mod_cast b.isLt.le
  have h0 : (0 : ℝ) ≤ ((b : ℕ) : ℝ) * ((s : ℝ) + 1 - ((b : ℕ) : ℝ)) :=
    mul_nonneg (Nat.cast_nonneg _) (by linarith)
  simp only [raise, Matrix.of_apply, if_pos h]
  rw [← Complex.ofReal_mul, Real.mul_self_sqrt h0]
  simp

/-- The ladder relations `[S_z, S₊] = S₊`, `[S_z, S₋] = -S₋` and `[S₊, S₋] = 2 S_z`. -/
theorem ladder_relations (s : ℕ) :
    comm (spinZ s) (raise s) = raise s ∧ comm (spinZ s) (lower s) = -lower s ∧
      comm (raise s) (lower s) = (2 : ℂ) • spinZ s := by
  have h0 : ∀ a b : Fin (s + 1), ¬ (a : ℕ) + 1 = (b : ℕ) → raise s a b = 0 := by
    intro a b h
    simp only [raise, Matrix.of_apply, if_neg h]
  have hz : ∀ a b : Fin (s + 1),
      (((b : ℕ) : ℂ) - ((a : ℕ) : ℂ)) * raise s a b = raise s a b := by
    intro a b
    by_cases h : (a : ℕ) + 1 = (b : ℕ)
    · rw [← h]
      push_cast
      ring
    · rw [h0 a b h, mul_zero]
  refine ⟨?_, ?_, ?_⟩
  · ext a b
    rw [comm_spinZ_apply, hz]
  · ext a b
    rw [comm_spinZ_apply, Matrix.neg_apply, lower, Matrix.transpose_apply]
    linear_combination -(hz b a)
  · ext i j
    rw [comm_apply, Matrix.sub_apply, Matrix.mul_apply, Matrix.mul_apply]
    simp only [lower, Matrix.transpose_apply, Matrix.smul_apply, smul_eq_mul]
    by_cases hij : i = j
    · subst hij
      -- only the neighbouring states contribute to the two diagonal sums
      have hp : ∑ k, raise s i k * raise s i k
          = (((i : ℕ) : ℂ) + 1) * ((s : ℂ) - ((i : ℕ) : ℂ)) := by
        by_cases hi : (i : ℕ) < s
        · rw [Finset.sum_eq_single (⟨(i : ℕ) + 1, by omega⟩ : Fin (s + 1)),
            raise_sq s i _ rfl]
          · push_cast
            ring
          · intro k _ hk
            rw [h0 i k (fun e => hk (Fin.ext e.symm)), mul_zero]
          · intro h
            exact absurd (Finset.mem_univ _) h
        · have e : ((i : ℕ) : ℂ) = (s : ℂ) := by
            have : (i : ℕ) = s := by omega
            rw [this]
          rw [Finset.sum_eq_zero, e]
          · ring
          · intro k _
            rw [h0 i k (by omega), mul_zero]
      have hm : ∑ k, raise s k i * raise s k i
          = ((i : ℕ) : ℂ) * ((s : ℂ) + 1 - ((i : ℕ) : ℂ)) := by
        by_cases hi : (i : ℕ) = 0
        · rw [Finset.sum_eq_zero, hi]
          · simp
          · intro k _
            rw [h0 k i (by omega), mul_zero]
        · rw [Finset.sum_eq_single (⟨(i : ℕ) - 1, by omega⟩ : Fin (s + 1))]
          · exact raise_sq s _ i (Nat.sub_add_cancel (Nat.pos_of_ne_zero hi))
          · intro k _ hk
            rw [h0 k i (fun e => hk (Fin.ext (by simp only; omega))), mul_zero]
          · intro h
            exact absurd (Finset.mem_univ _) h
      rw [hp, hm, spinZ, Matrix.diagonal_apply_eq]
      ring
    · have hv : (i : ℕ) ≠ (j : ℕ) := fun e => hij (Fin.ext e)
      rw [Finset.sum_eq_zero, Finset.sum_eq_zero, spinZ, Matrix.diagonal_apply_ne _ hij]
      · ring
      · intro k _
        by_cases h : (k : ℕ) + 1 = (i : ℕ)
        · rw [h0 k j (by omega), mul_zero]
        · rw [h0 k i h, zero_mul]
      · intro k _
        by_cases h : (i : ℕ) + 1 = (k : ℕ)
        · rw [h0 j k (by omega), mul_zero]
        · rw [h0 i k h, zero_mul]

/-- In ladder form `C(X) = [S₋,[S₊,X]] + [S_z,[S_z,X]] + [S_z,X]`, and `C` commutes with
the superoperator `[S₋, ·]`. -/
theorem casimir_ladder (s : ℕ) :
    casimir s = comm (lower s) * comm (raise s) + comm (spinZ s) * comm (spinZ s)
        + comm (spinZ s) ∧
      comm (lower s) * casimir s = casimir s * comm (lower s) := by
  obtain ⟨-, h2, h3⟩ := ladder_relations s
  -- the Jacobi identity
  have jac : ∀ A B : Op s, comm A * comm B - comm B * comm A = comm (comm A B) := by
    intro A B
    refine LinearMap.ext fun X => ?_
    simp only [LinearMap.sub_apply, Module.End.mul_apply, comm_apply]
    noncomm_ring
  have hpm : comm (raise s) * comm (lower s) - comm (lower s) * comm (raise s)
      = comm (spinZ s) + comm (spinZ s) := by
    rw [jac, h3, map_smul, two_smul]
  have hzm : comm (spinZ s) * comm (lower s) - comm (lower s) * comm (spinZ s)
      = -comm (lower s) := by
    rw [jac, h2, map_neg]
  have hC : casimir s = comm (lower s) * comm (raise s)
      + comm (spinZ s) * comm (spinZ s) + comm (spinZ s) := by
    have hI : (-Complex.I / 2) * (-Complex.I / 2) = -1 / 4 := by
      linear_combination (1 / 4) * Complex.I_mul_I
    simp only [casimir, spinX, spinY, map_smul, map_add, map_sub, smul_mul_smul_comm, hI]
    simp only [mul_add, add_mul, mul_sub, sub_mul]
    linear_combination (norm := module) (1 / 2 : ℂ) • hpm
  -- the ladder relations alone give the commutation, in any ring
  have alg : ∀ (R : Type) [Ring R] (p m z : R), p * m - m * p = z + z →
      z * m - m * z = -m → (m * p + z * z + z) * m = m * (m * p + z * z + z) := by
    intro R _ p m z e1 e2
    linear_combination (norm := noncomm_ring) m * e1 + z * e2 + e2 * z
  refine ⟨hC, Eq.symm ?_⟩
  rw [hC]
  exact alg _ _ _ _ hpm hzm

/-- An operator of coherence order `q` or `-q`, that is `[S_z, X] = ± q X`, is annihilated by
the composition of the maps `C - k(k+1)`, `k = r, ..., s`, whenever `r ≤ q`. -/
theorem coherence_annihilated (s r q : ℕ) (hr : r ≤ q) (X : Op s)
    (h : comm (spinZ s) X = (q : ℂ) • X ∨ comm (spinZ s) X = (-(q : ℂ)) • X) :
    ((List.range' r (s + 1 - r)).map (rankFactor s)).prod X = 0 := by
  obtain ⟨h1, -, -⟩ := ladder_relations s
  obtain ⟨hC, hM⟩ := casimir_ladder s
  have gen : ∀ A : Module.End ℂ (Op s), Commute A (casimir s) → ∀ l : List ℕ,
      Commute A (l.map (rankFactor s)).prod := by
    intro A hA l
    refine Commute.list_prod_right _ _ fun x hx => ?_
    obtain ⟨k, -, rfl⟩ := List.mem_map.mp hx
    exact hA.sub_right ((Commute.one_right A).smul_right _)
  -- no nonzero operator has coherence order above `s`
  have top : ∀ (q : ℕ) (X : Op s), s < q → comm (spinZ s) X = (q : ℂ) • X → X = 0 := by
    intro q X hq h
    ext a b
    have e := congrFun (congrFun h a) b
    rw [comm_spinZ_apply, Matrix.smul_apply, smul_eq_mul] at e
    have hne : ((b : ℕ) : ℂ) - ((a : ℕ) : ℂ) - (q : ℂ) ≠ 0 := by
      intro h0
      have h' : ((b : ℕ) : ℂ) = ((q + (a : ℕ) : ℕ) : ℂ) := by
        push_cast
        linear_combination h0
      have := Nat.cast_injective h'
      omega
    exact (mul_eq_zero.mp (by linear_combination e :
      (((b : ℕ) : ℂ) - ((a : ℕ) : ℂ) - (q : ℂ)) * X a b = 0)).resolve_left hne
  -- induction on an upper bound `n` for the number of factors
  have key : ∀ (n r q : ℕ) (X : Op s), s + 1 ≤ r + n → r ≤ q →
      comm (spinZ s) X = (q : ℂ) • X →
      ((List.range' r (s + 1 - r)).map (rankFactor s)).prod X = 0 := by
    intro n
    induction n with
    | zero =>
      intro r q X hn hr h
      rw [top q X (by omega) h, map_zero]
    | succ n ih =>
      intro r q X hn hr h
      by_cases hs : s < q
      · rw [top q X hs h, map_zero]
      rw [show s + 1 - r = (s + 1 - (r + 1)) + 1 by omega, List.range'_succ,
        List.map_cons, List.prod_cons]
      by_cases hlt : r < q
      · rw [Module.End.mul_apply, ih (r + 1) q X (by omega) hlt h, map_zero]
      have hqr : q = r := by omega
      rw [hqr] at h
      have hself : Commute (rankFactor s r) (casimir s) :=
        (Commute.refl _).sub_left ((Commute.one_left _).smul_left _)
      have hf : rankFactor s r X = comm (lower s) (comm (raise s) X) := by
        rw [rankFactor, hC]
        simp only [LinearMap.sub_apply, LinearMap.add_apply, Module.End.mul_apply,
          LinearMap.smul_apply, Module.End.one_apply, h, map_smul]
        module
      have hY : comm (spinZ s) (comm (raise s) X)
          = ((r + 1 : ℕ) : ℂ) • comm (raise s) X := by
        have e : comm (spinZ s) (comm (raise s) X)
            = comm (raise s) (comm (spinZ s) X) + comm (comm (spinZ s) (raise s)) X := by
          simp only [comm_apply]
          noncomm_ring
        rw [e, h, h1, map_smul]
        push_cast
        module
      rw [(gen _ hself _).eq, Module.End.mul_apply, hf]
      refine (LinearMap.congr_fun (gen _ hM _).eq (comm (raise s) X)).symm.trans ?_
      rw [Module.End.mul_apply, ih (r + 1) (r + 1) _ (by omega) le_rfl hY, map_zero]
  rcases h with h | h
  · exact key (s + 1) r q X (by omega) hr h
  -- negative orders follow by transposition, which commutes with `C`
  have dbl : ∀ A : Op s, (Aᵀ = A ∨ Aᵀ = -A) → ∀ Y : Op s,
      (comm A (comm A Y))ᵀ = comm A (comm A Yᵀ) := by
    intro A hA Y
    rcases hA with hA | hA <;>
    · simp only [comm_apply, Matrix.transpose_sub, Matrix.transpose_mul, hA]
      noncomm_ring
  have hx : (spinX s)ᵀ = spinX s := by
    simp only [spinX, lower, Matrix.transpose_smul, Matrix.transpose_add,
      Matrix.transpose_transpose]
    rw [add_comm ((raise s)ᵀ) (raise s)]
  have hy : (spinY s)ᵀ = -spinY s := by
    simp only [spinY, lower, Matrix.transpose_smul, Matrix.transpose_sub,
      Matrix.transpose_transpose]
    rw [← smul_neg, neg_sub]
  have hz : (spinZ s)ᵀ = spinZ s := Matrix.diagonal_transpose _
  let T : Module.End ℂ (Op s) :=
    (Matrix.transposeLinearEquiv (Fin (s + 1)) (Fin (s + 1)) ℂ ℂ).toLinearMap
  have hT : T * casimir s = casimir s * T := by
    refine LinearMap.ext fun Y => ?_
    change (casimir s Y)ᵀ = casimir s Yᵀ
    simp only [casimir, LinearMap.add_apply, Module.End.mul_apply, Matrix.transpose_add]
    rw [dbl _ (Or.inl hx), dbl _ (Or.inr hy), dbl _ (Or.inl hz)]
  have hXt : comm (spinZ s) Xᵀ = (q : ℂ) • Xᵀ := by
    ext a b
    have e := congrFun (congrFun h b) a
    rw [comm_spinZ_apply, Matrix.smul_apply, smul_eq_mul] at e
    rw [comm_spinZ_apply, Matrix.smul_apply, smul_eq_mul, Matrix.transpose_apply]
    linear_combination -e
  have e : (((List.range' r (s + 1 - r)).map (rankFactor s)).prod X)ᵀ = 0 :=
    (LinearMap.congr_fun (gen T hT _).eq X).trans (key (s + 1) r q Xᵀ (by omega) hr hXt)
  simpa using congrArg Matrix.transpose e

/-- For a spin `s/2`, the composition of the maps `C - k(k+1)`, `k = 0, ..., s`, is zero on
the whole operator space. -/
theorem rank_annihilation (s : ℕ) :
    ((List.range (s + 1)).map (rankFactor s)).prod = 0 := by
  refine LinearMap.ext fun X => ?_
  rw [LinearMap.zero_apply, Matrix.matrix_eq_sum_single X, map_sum]
  refine Finset.sum_eq_zero fun i _ => ?_
  rw [map_sum]
  refine Finset.sum_eq_zero fun j _ => ?_
  -- a matrix unit has the definite coherence order `j - i`
  have hw : comm (spinZ s) (Matrix.single i j (X i j))
      = (((j : ℕ) : ℂ) - ((i : ℕ) : ℂ)) • Matrix.single i j (X i j) := by
    ext a b
    rw [comm_spinZ_apply, Matrix.smul_apply, smul_eq_mul]
    by_cases h : i = a ∧ j = b
    · rw [h.1, h.2]
    · rw [Matrix.single_apply, if_neg h, mul_zero, mul_zero]
  rw [List.range_eq_range']
  rcases le_total (i : ℕ) (j : ℕ) with h | h
  · exact coherence_annihilated s 0 ((j : ℕ) - (i : ℕ)) (Nat.zero_le _) _
      (Or.inl (by rw [hw, Nat.cast_sub h]))
  · exact coherence_annihilated s 0 ((i : ℕ) - (j : ℕ)) (Nat.zero_le _) _
      (Or.inr (by rw [hw, Nat.cast_sub h, neg_sub]))

/-- For each `k ≤ s` the power `S₊^k` is a nonzero operator with
`C(S₊^k) = k(k+1) S₊^k`. -/
theorem raise_pow_eigenvector (s k : ℕ) (hk : k ≤ s) :
    casimir s (raise s ^ k) = ((k : ℂ) * ((k : ℂ) + 1)) • raise s ^ k ∧
      raise s ^ k ≠ 0 := by
  obtain ⟨h1, -, -⟩ := ladder_relations s
  have leib : ∀ A B : Op s, comm (spinZ s) (A * B)
      = comm (spinZ s) A * B + A * comm (spinZ s) B := by
    intro A B
    simp only [comm_apply]
    noncomm_ring
  have hz : ∀ n : ℕ, comm (spinZ s) (raise s ^ n) = (n : ℂ) • raise s ^ n := by
    intro n
    induction n with
    | zero => simp [comm_apply]
    | succ n ih =>
      rw [pow_succ, leib, ih, h1, smul_mul_assoc]
      push_cast
      module
  have hp : comm (raise s) (raise s ^ k) = 0 := by
    rw [comm_apply, sub_eq_zero]
    exact ((Commute.refl (raise s)).pow_right k).eq
  -- the matrix element `(0, n)` of `S₊^n` is a product of nonzero ladder elements
  have hne : ∀ (n : ℕ) (hn : n < s + 1), (raise s ^ n) 0 ⟨n, hn⟩ ≠ 0 := by
    intro n
    induction n with
    | zero =>
      intro hn
      simp
    | succ n ih =>
      intro hn
      rw [pow_succ, Matrix.mul_apply,
        Finset.sum_eq_single (⟨n, by omega⟩ : Fin (s + 1))]
      · refine mul_ne_zero (ih _) fun h0 => ?_
        have e := raise_sq s ⟨n, by omega⟩ ⟨n + 1, hn⟩ rfl
        rw [h0, mul_zero] at e
        have ha : ((n + 1 : ℕ) : ℂ) ≠ 0 := Nat.cast_ne_zero.mpr (Nat.succ_ne_zero n)
        have hb : (s : ℂ) + 1 - ((n + 1 : ℕ) : ℂ) ≠ 0 := by
          intro h
          have h' : ((s + 1 : ℕ) : ℂ) = ((n + 1 : ℕ) : ℂ) := by
            rw [Nat.cast_succ s]
            exact sub_eq_zero.mp h
          have := Nat.cast_injective h'
          omega
        exact mul_ne_zero ha hb e.symm
      · intro l _ hl
        have hl' : ¬ (l : ℕ) + 1 = n + 1 := fun e => hl (Fin.ext (Nat.succ.inj e))
        simp only [raise, Matrix.of_apply, if_neg hl', mul_zero]
      · intro h
        exact absurd (Finset.mem_univ _) h
  refine ⟨?_, fun h => hne k (by omega) (by rw [h]; rfl)⟩
  rw [(casimir_ladder s).1]
  simp only [LinearMap.add_apply, Module.End.mul_apply, hp, hz, map_zero, map_smul]
  module

/-- The eigenvalues of `C` for a spin `s/2` are exactly the numbers `k(k+1)` with
`k = 0, ..., s`. -/
theorem casimir_eigenvalue_iff (s : ℕ) (μ : ℂ) :
    (casimir s).HasEigenvalue μ ↔ ∃ k ≤ s, μ = (k : ℂ) * ((k : ℂ) + 1) := by
  constructor
  · intro h
    obtain ⟨X, hX⟩ := h.exists_hasEigenvector
    by_contra hno
    -- on an eigenvector every factor would act as a nonzero number
    have hall : ∀ n ≤ s + 1, ((List.range n).map (rankFactor s)).prod X ≠ 0 := by
      intro n
      induction n with
      | zero =>
        intro _
        simpa using hX.2
      | succ n ih =>
        intro hn
        have hf : rankFactor s n X = (μ - (n : ℂ) * ((n : ℂ) + 1)) • X := by
          rw [rankFactor, LinearMap.sub_apply, hX.apply_eq_smul, LinearMap.smul_apply,
            Module.End.one_apply, sub_smul]
        rw [List.range_succ, List.map_append, List.prod_append, List.map_singleton,
          List.prod_singleton, Module.End.mul_apply, hf, map_smul]
        exact smul_ne_zero (sub_ne_zero.mpr fun e => hno ⟨n, by omega, e⟩)
          (ih (by omega))
    exact hall (s + 1) le_rfl (by rw [rank_annihilation, LinearMap.zero_apply])
  · rintro ⟨k, hk, rfl⟩
    obtain ⟨h1, h2⟩ := raise_pow_eigenvector s k hk
    exact Module.End.hasEigenvalue_of_hasEigenvector
      ⟨Module.End.mem_eigenspace_iff.mpr h1, h2⟩

end

end OperatorSpaceRanks
```

```lean
#print axioms OperatorSpaceRanks.casimir_eigenvalue_iff
-- 'OperatorSpaceRanks.casimir_eigenvalue_iff' depends on axioms: [propext, Classical.choice, Quot.sound]
```

## From the entries to the spectrum

`comm_spinZ_apply` and `raise_sq` supply the matrix entries. `ladder_relations` uses `Finset.sum_eq_single` to keep the one neighbouring state in each diagonal sum. `casimir_ladder` proves the Jacobi identity with `noncomm_ring`, then combines the relations by `linear_combination`.

In `coherence_annihilated`, `top` is the bound on the order and `key` is the downward induction, run on a bound `n` for the number of factors. `dbl` and `hT` handle transposition. `rank_annihilation` splits a matrix into matrix units. `raise_pow_eigenvector` finds the order of \(S_+^k\) and its nonzero entry by two inductions, and `casimir_eigenvalue_iff` applies the factors to an eigenvector one at a time.

## Moving a map through a list of factors

Superoperators do not commute in general, so the composition is an ordered `List.prod`. Mathlib's `Commute.list_prod_right` says that a map commuting with every entry of a list commutes with its product. The local fact `gen` specialises this: whatever commutes with \(C\) commutes with any product of `rankFactor`s. It is used three times, to let the factor \(r\) act first, to pull \(m\) out to the left, and to carry transposition through the product.
